# States annihilated by S+ and S− have a spin-independent one-matrix

Take a single spatial orbital, with annihilators a(↑) and a(↓). It can be empty, hold one electron of either spin, or hold two. The spin raising and lowering operators are S+ = a†(↑)a(↓) and S− = a†(↓)a(↑), and the anticommutation relations give

[S+, S−] = a†(↑)a(↑) − a†(↓)a(↓).

If S+ and S− both annihilate a state ψ, the left side has zero expectation value in ψ, so the up and down occupations are equal. With many orbitals the same argument works on every element of the one-particle density matrix, once S− is replaced by a single product a†(p↓)a(qt).

## Electrons in a finite set of orbitals

```lean
import Mathlib

open Matrix
open scoped ComplexOrder

namespace SingletOneMatrix

noncomputable section
```

Each spin-orbital has a spatial orbital label p and a spin s.

```lean
/-- The two spin projections of an electron. -/
inductive Spin
  | up
  | down
  deriving DecidableEq

open Spin
```

The annihilators a(p,s) are complex square matrices on a finite-dimensional state space, and the creators are their conjugate transposes, written `ᴴ` in Lean. They are assumed to satisfy

a(ps)a(qt) + a(qt)a(ps) = 0

a(ps)a†(qt) + a†(qt)a(ps) = δ(p,q) δ(s,t).

These relations express the Pauli principle for orthonormal spin-orbitals. The label p stands for the same spatial orbital for both spins; the relations alone do not require this, but the formula for S+ below does. In Lean, `ι` labels the spatial orbitals and `n` the basis states.

```lean
variable {ι n : Type*} [Fintype ι] [DecidableEq ι] [Fintype n] [DecidableEq n]

/-- The canonical anticommutation relations for annihilators `a p s` of an electron in
spatial orbital `p` with spin `s`; the creators are the conjugate transposes. -/
structure IsCAR (a : ι → Spin → Matrix n n ℂ) : Prop where
  anti : ∀ p s q t, a p s * a q t + a q t * a p s = 0
  mixed : ∀ p s q t, a p s * (a q t)ᴴ + (a q t)ᴴ * a p s = if p = q ∧ s = t then 1 else 0
```

The raising operator, in units of ħ, is S+ = Σ_p a†(p↑)a(p↓).

```lean
/-- The spin raising operator `S+`, which turns down electrons into up electrons. -/
def spinRaise (a : ι → Spin → Matrix n n ℂ) : Matrix n n ℂ :=
  ∑ p, (a p up)ᴴ * a p down
```

The lowering operator is S− = Σ_p a†(p↓)a(p↑). Requiring S+ψ = 0 and S−ψ = 0 selects the singlets. No fixed particle number is required.

```lean
/-- The spin lowering operator `S-`, which turns up electrons into down electrons. -/
def spinLower (a : ι → Spin → Matrix n n ℂ) : Matrix n n ℂ :=
  ∑ p, (a p down)ᴴ * a p up
```

Expectation values are ⟨ψ, Xψ⟩, conjugate-linear in the first argument. Since ψ need not have unit norm, the physical value for nonzero ψ is this number divided by ⟨ψ, ψ⟩.

```lean
/-- The expectation value `⟨ψ, X ψ⟩`, without normalisation of `ψ`. -/
def expect (ψ : n → ℂ) (X : Matrix n n ℂ) : ℂ := star ψ ⬝ᵥ (X *ᵥ ψ)
```

The one-matrix is g(ps,qt) = ⟨ψ, a†(ps)a(qt)ψ⟩, with the creator's labels first.

```lean
/-- The one-particle density matrix `g(p s, q t) = ⟨ψ, a†(p s) a(q t) ψ⟩`. -/
def oneMatrix (a : ι → Spin → Matrix n n ℂ) (ψ : n → ℂ) (p : ι) (s : Spin) (q : ι)
    (t : Spin) : ℂ := expect ψ ((a p s)ᴴ * a q t)
```

## Commuting two one-body products

Let A and C anticommute, let B and D anticommute, and write K = BC + CB and L = DA + AD. Moving C and D to the left one step at a time gives

ABCD = AKD − ACBD = AKD + CABD

CABD = −CADB = −CLB + CDAB.

Hence [AB, CD] = AKD − CLB.

In Lean this is one call to `linear_combination`. The tactic takes a combination of known equations and checks that it accounts for the goal. Here each equation is multiplied by matrices on a definite side: `A * h1 * D` places the anticommutator of B and C between A and D. The final check is the identity

ABCD − CDAB = A(BC + CB)D − C(DA + AD)B − (AC + CA)BD + CA(BD + DB).

The usual normaliser, `ring1`, works in commutative rings, so `noncomm_ring` is supplied to expand both sides with the order of the factors kept.

```lean
/-- The commutator of the products `A B` and `C D`, when `A` anticommutes with `C` and `B`
with `D`, is fixed by the anticommutators `K` of `B, C` and `L` of `D, A`. -/
theorem pair_commutator {R : Type*} [Ring R] {A B C D K L : R}
    (h1 : B * C + C * B = K) (h2 : D * A + A * D = L)
    (h3 : B * D + D * B = 0) (h4 : A * C + C * A = 0) :
    A * B * (C * D) - C * D * (A * B) = A * K * D - C * L * B := by
  linear_combination (norm := noncomm_ring)
    A * h1 * D - C * h2 * B - h4 * (B * D) + C * A * h3
```

Now set A = a†(r↑), B = a(r↓), C = a†(p↓) and D = a(qt). Then K = δ(r,p) and L = δ(q,r) δ(t,↑), and summing over r leaves

[S+, a†(p↓)a(qt)] = a†(p↑)a(qt) − δ(t,↑) a†(p↓)a(q↓).

The proof gets the anticommutation of creators by taking adjoints, applies the previous lemma to each term of the sum, and lets `simp` evaluate the Kronecker deltas for each value of t.

```lean
/-- Commuting `S+` with `a†(p↓) a(q t)` raises the spin of the creator and, if `t` is up,
subtracts the term in which the annihilator has spin down. -/
theorem raise_commutator {a : ι → Spin → Matrix n n ℂ} (h : IsCAR a) (p q : ι) (t : Spin) :
    spinRaise a * ((a p down)ᴴ * a q t) - (a p down)ᴴ * a q t * spinRaise a
      = (a p up)ᴴ * a q t - if t = up then (a p down)ᴴ * a q down else 0 := by
  -- creators anticommute, by taking adjoints
  have hc : ∀ r, (a r up)ᴴ * (a p down)ᴴ + (a p down)ᴴ * (a r up)ᴴ = 0 := by
    intro r
    have h0 := congrArg conjTranspose (h.anti p down r up)
    rwa [conjTranspose_add, conjTranspose_mul, conjTranspose_mul, conjTranspose_zero] at h0
  unfold spinRaise
  rw [Finset.sum_mul, Finset.mul_sum, ← Finset.sum_sub_distrib]
  rw [Finset.sum_congr rfl (fun r _ => pair_commutator (h.mixed r down p down)
    (h.mixed q t r up) (h.anti r down q t) (hc r))]
  -- only the orbitals `r = p` and `r = q` survive
  cases t <;> simp [Finset.sum_sub_distrib, mul_ite, ite_mul]
```

## Expectation values in a singlet

If Sψ = 0 and S†ψ = 0, then for every operator X

⟨ψ, (SX − XS)ψ⟩ = ⟨S†ψ, Xψ⟩ − ⟨ψ, XSψ⟩ = 0.

The Lean proof writes the first term as a row vector times a matrix and shows that the row vector ψ†S is zero.

```lean
omit [DecidableEq n] in
/-- If `S` and its adjoint both annihilate `ψ`, the commutator of `S` with any operator has
zero expectation value in `ψ`. -/
theorem expect_commutator {S : Matrix n n ℂ} {ψ : n → ℂ} (h1 : S *ᵥ ψ = 0)
    (h2 : Sᴴ *ᵥ ψ = 0) (X : Matrix n n ℂ) : expect ψ (S * X - X * S) = 0 := by
  have h3 : star ψ ᵥ* S = 0 := by
    have h0 := star_mulVec Sᴴ ψ
    rw [h2, conjTranspose_conjTranspose, star_zero] at h0
    exact h0.symm
  unfold expect
  rw [sub_mulVec, ← mulVec_mulVec, ← mulVec_mulVec, h1, mulVec_zero, sub_zero,
    dotProduct_mulVec, h3, zero_dotProduct]
```

The one-matrix is Hermitian, because g(ps,qt) = ⟨a(ps)ψ, a(qt)ψ⟩ and conjugation exchanges the two vectors:

g(ps,qt)* = g(qt,ps).

```lean
omit [Fintype ι] [DecidableEq ι] [DecidableEq n] in
/-- The one-matrix is Hermitian. -/
theorem oneMatrix_star (a : ι → Spin → Matrix n n ℂ) (ψ : n → ℂ) (p q : ι) (s t : Spin) :
    star (oneMatrix a ψ p s q t) = oneMatrix a ψ q t p s := by
  have key : ∀ A B : Matrix n n ℂ, expect ψ (Aᴴ * B) = star (A *ᵥ ψ) ⬝ᵥ (B *ᵥ ψ) := by
    intro A B
    rw [star_mulVec, ← dotProduct_mulVec, mulVec_mulVec, expect]
  unfold oneMatrix
  rw [key, key]
  simp only [dotProduct, star_sum, star_mul, Pi.star_apply, star_star]
```

The adjoint of S+ is S−, term by term, so the two conditions on ψ are those needed for S = S+.

```lean
omit [DecidableEq ι] [DecidableEq n] in
/-- The raising and lowering operators are adjoint to each other. -/
theorem spinRaise_adjoint (a : ι → Spin → Matrix n n ℂ) : (spinRaise a)ᴴ = spinLower a := by
  simp [spinRaise, spinLower, conjTranspose_sum, conjTranspose_mul]
```

Taking the expectation value of the commutator for t = ↓ gives

0 = g(p↑,q↓),

and for t = ↑ it gives

0 = g(p↑,q↑) − g(p↓,q↓).

The remaining mixed block follows from g(p↓,q↑) = g(q↑,p↓)* = 0. The theorem states all three equalities for every p and q; in its proof, `mix` is the case t = ↓.

In an electronic-structure calculation with a finite orthonormal orbital basis, the up-up block therefore determines the whole one-matrix of a singlet, correlated or not.

```lean
/-- If `S+` and `S-` annihilate `ψ`, its one-matrix is spin-independent: the up-up and
down-down blocks are equal and both mixed blocks vanish. -/
theorem oneMatrix_spin_independent {a : ι → Spin → Matrix n n ℂ} (h : IsCAR a) {ψ : n → ℂ}
    (hp : spinRaise a *ᵥ ψ = 0) (hm : spinLower a *ᵥ ψ = 0) (p q : ι) :
    oneMatrix a ψ p up q up = oneMatrix a ψ p down q down ∧
      oneMatrix a ψ p up q down = 0 ∧ oneMatrix a ψ p down q up = 0 := by
  rw [← spinRaise_adjoint] at hm
  -- the commutator with `a†(p↓) a(q↓)` gives the mixed block
  have mix : ∀ p q, oneMatrix a ψ p up q down = 0 := by
    intro p q
    have h0 := expect_commutator hp hm ((a p down)ᴴ * a q down)
    rw [raise_commutator h] at h0
    simpa [oneMatrix] using h0
  refine ⟨?_, mix p q, ?_⟩
  · -- the commutator with `a†(p↓) a(q↑)` gives the difference of the diagonal blocks
    have h0 := expect_commutator hp hm ((a p down)ᴴ * a q up)
    rw [raise_commutator h, if_pos rfl, expect, sub_mulVec, dotProduct_sub] at h0
    exact sub_eq_zero.1 h0
  · rw [← oneMatrix_star, mix, star_zero]
```

## Equal occupations as a test for S−ψ = 0

Write N↑ = Σ_p g(p↑,p↑) and N↓ = Σ_p g(p↓,p↓). Setting q = p and t = ↑ in the commutator and summing over p gives

[S+, S−] = Σ_p (a†(p↑)a(p↑) − a†(p↓)a(p↓)).

If S+ψ = 0, the term S−S+ contributes nothing, and

‖S−ψ‖² = ⟨ψ, S+S−ψ⟩ = N↑ − N↓.

A vector vanishes exactly when its squared norm does, so S−ψ = 0 exactly when N↑ = N↓. In the proof, `hc` is the commutator, `key` is the norm formula, and `E` is the expectation value as an additive map, which carries it through the sums.

The assumption S+ψ = 0 matters here: by a short calculation not formalised below, the two-electron triplet state with zero spin projection has N↑ = N↓, yet S− does not annihilate it.

```lean
/-- A state annihilated by `S+` is also annihilated by `S-` exactly when its total up and
down occupations are equal. -/
theorem lower_eq_zero_iff_balanced {a : ι → Spin → Matrix n n ℂ} (h : IsCAR a) {ψ : n → ℂ}
    (hp : spinRaise a *ᵥ ψ = 0) :
    spinLower a *ᵥ ψ = 0 ↔
      ∑ p, oneMatrix a ψ p up p up = ∑ p, oneMatrix a ψ p down p down := by
  have hc : spinRaise a * spinLower a - spinLower a * spinRaise a
      = ∑ p, (a p up)ᴴ * a p up - ∑ p, (a p down)ᴴ * a p down := by
    unfold spinLower
    rw [Finset.mul_sum, Finset.sum_mul, ← Finset.sum_sub_distrib, ← Finset.sum_sub_distrib]
    refine Finset.sum_congr rfl (fun p _ => ?_)
    rw [raise_commutator h, if_pos rfl]
  let E : Matrix n n ℂ →+ ℂ := AddMonoidHom.mk' (expect ψ) (by
    intro X Y
    simp only [expect, add_mulVec, dotProduct_add])
  have h0 : E (spinLower a * spinRaise a) = 0 := by
    change star ψ ⬝ᵥ ((spinLower a * spinRaise a) *ᵥ ψ) = 0
    rw [← mulVec_mulVec, hp, mulVec_zero, dotProduct_zero]
  -- the squared norm of `S- ψ` is the difference of the occupations
  have key : star (spinLower a *ᵥ ψ) ⬝ᵥ (spinLower a *ᵥ ψ)
      = ∑ p, oneMatrix a ψ p up p up - ∑ p, oneMatrix a ψ p down p down := by
    have h1 := congrArg E hc
    rw [map_sub, map_sub, h0, sub_zero, map_sum, map_sum] at h1
    rw [star_mulVec, ← dotProduct_mulVec, mulVec_mulVec, ← spinRaise_adjoint,
      conjTranspose_conjTranspose, spinRaise_adjoint]
    exact h1
  exact dotProduct_star_self_eq_zero.symm.trans (by rw [key, sub_eq_zero])
```

## One orbital, two contrasting states

The opening example can be written as explicit matrices in the basis empty, up, down, doubly occupied. The doubly occupied state is a†(↑)a†(↓) acting on the empty one, which fixes the minus sign in a(↓).

```lean
/-- The annihilators of one spatial orbital in the basis empty, up, down, doubly occupied. -/
def orbital (_ : Unit) : Spin → Matrix (Fin 4) (Fin 4) ℂ
  | up => !![0, 1, 0, 0; 0, 0, 0, 0; 0, 0, 0, 1; 0, 0, 0, 0]
  | down => !![0, 0, 1, 0; 0, 0, 0, -1; 0, 0, 0, 0; 0, 0, 0, 0]
```

These matrices satisfy the anticommutation relations. The doubly occupied state is annihilated by S+ and S−, and its up occupation is 1; by the main theorem its down occupation is 1 as well. The proof checks the matrix entries one by one.

```lean
/-- The matrices of one spatial orbital satisfy the anticommutation relations, and its doubly
occupied state is annihilated by `S+` and `S-` and has up occupation one. -/
theorem orbital_witness : IsCAR orbital ∧ spinRaise orbital *ᵥ ![0, 0, 0, 1] = 0 ∧
    spinLower orbital *ᵥ ![0, 0, 0, 1] = 0 ∧
    oneMatrix orbital ![0, 0, 0, 1] () up () up = 1 := by
  refine ⟨⟨?_, ?_⟩, ?_, ?_, ?_⟩
  · intro p s q t
    cases s <;> cases t <;> ext i j <;> fin_cases i <;> fin_cases j <;>
      simp [orbital]
  · intro p s q t
    cases s <;> cases t <;> ext i j <;> fin_cases i <;> fin_cases j <;>
      simp [orbital, Matrix.mul_apply, vecMul, dotProduct, Fin.sum_univ_four]
  · ext i
    fin_cases i <;>
      simp [spinRaise, orbital, mulVec, dotProduct, Matrix.mul_apply, Fin.sum_univ_four]
  · ext i
    fin_cases i <;>
      simp [spinLower, orbital, mulVec, dotProduct, Matrix.mul_apply, Fin.sum_univ_four]
  · simp [oneMatrix, expect, orbital, mulVec, dotProduct, Matrix.mul_apply, Fin.sum_univ_four]
```

A single up electron is also annihilated by S+, but its occupations are 1 and 0. The condition S+ψ = 0 alone therefore does not make the one-matrix spin-independent. The norm formula gives ‖S−ψ‖² = 1 for this state: S− turns the up electron into a down electron.

```lean
/-- A single up electron is annihilated by `S+`, yet its up occupation is one and its down
occupation is zero. -/
theorem single_electron_spin_dependent : spinRaise orbital *ᵥ ![0, 1, 0, 0] = 0 ∧
    oneMatrix orbital ![0, 1, 0, 0] () up () up = 1 ∧
    oneMatrix orbital ![0, 1, 0, 0] () down () down = 0 := by
  refine ⟨?_, ?_, ?_⟩
  · ext i
    fin_cases i <;>
      simp [spinRaise, orbital, mulVec, dotProduct, Matrix.mul_apply, Fin.sum_univ_four]
  · simp [oneMatrix, expect, orbital, mulVec, dotProduct, Matrix.mul_apply, Fin.sum_univ_four]
  · simp [oneMatrix, expect, orbital, mulVec, dotProduct, Matrix.mul_apply, Fin.sum_univ_four]

end

end SingletOneMatrix
```

```lean
#print axioms SingletOneMatrix.oneMatrix_spin_independent
#print axioms SingletOneMatrix.lower_eq_zero_iff_balanced
#print axioms SingletOneMatrix.single_electron_spin_dependent
```

```
'SingletOneMatrix.oneMatrix_spin_independent' depends on axioms: [propext, Classical.choice, Quot.sound]
'SingletOneMatrix.lower_eq_zero_iff_balanced' depends on axioms: [propext, Classical.choice, Quot.sound]
'SingletOneMatrix.single_electron_spin_dependent' depends on axioms: [propext, Classical.choice, Quot.sound]
```
